# Folding an Ising cluster expansion into a smaller cell adds the interactions of clusters with equal site parities

Take a binary alloy whose energy is a cluster expansion in spins $\pm1$ on a large cell, and keep only the atomic arrangements copied from a smaller cell. The restricted energy is again a cluster expansion. Its coefficient at a set $T$ of small-cell sites is the sum of the large-cell interactions $J_S$ over those clusters $S$ that have an odd number of sites above each site of $T$ and an even number above every other site.

When a cluster expansion of a binary alloy is fitted to electronic-structure energies of small periodic cells, the energies from each small cell constrain the interactions of a finite larger cell built from its copies only through that small cell's sums.

## Two finite cells

Let $L$ be the set of large-cell sites and $K$ the set of small-cell sites, both finite. A configuration $\sigma$ puts a spin $\pm1$, one value per atomic species, on each site. The cluster function and the energy are

$$\Phi_S(\sigma)=\prod_{i\in S}\sigma_i,\qquad E(\sigma)=\sum_{S\subseteq L}J_S\,\Phi_S(\sigma).$$

The small-cell coefficient of any function $E$ of the configurations on $K$ is defined by projection, without reference to folding:

$$c_T(E)=2^{-|K|}\sum_\sigma E(\sigma)\,\Phi_T(\sigma).$$

In Lean, a spin is an element of `ℤˣ`, the integers $1$ and $-1$, read as a real number. `corr` is $\Phi$; despite its name, it is not averaged over symmetry-equivalent clusters. Each subset has its own $J_S$, including the empty one, and $E$ is a total energy, not an energy per site. The computed energy of one small periodic cell must therefore be multiplied by the number of its copies in the large cell before it is compared with the large-cell energy.

```lean
import Mathlib

open Finset

namespace ClusterFolding

noncomputable section

variable {L K M : Type*} [Fintype L] [Fintype K] [DecidableEq K]
  [Fintype M] [DecidableEq M]

/-- The cluster function of a set `S` of sites: the product of the spins `±1` on `S`. -/
def corr (S : Finset L) (σ : L → ℤˣ) : ℝ := ∏ i ∈ S, ((σ i : ℤ) : ℝ)

/-- The cluster-expansion energy with an effective interaction `J S` for each cluster `S`. -/
def energy (J : Finset L → ℝ) (σ : L → ℤˣ) : ℝ := ∑ S, J S * corr S σ

/-- The cluster coefficient of an energy `E` at `T`: the average over all configurations of
`E` times the cluster function of `T`. -/
def coeff (E : (K → ℤˣ) → ℝ) (T : Finset K) : ℝ :=
  (∑ σ, E σ * corr T σ) / 2 ^ Fintype.card K
```

Finiteness of $L$ makes the energy a finite sum that can be regrouped; finiteness of $K$ gives the average its meaning. If $L$ is infinite, $K$ is a single site, $J_S=1$ for every one-site cluster and all other interactions are zero, the folded interaction at that single site diverges. Passing from an infinite crystal to the model therefore requires a step that the theorems leave to the user: collecting the crystal's interactions into values $J_S$ on a finite large cell.

## An arbitrary map between the cells

A map $f:L\to K$ says which small-cell site lies below each large-cell site. When the large cell is a periodic supercell of the small one, it is reduction modulo the translations of the small cell, but nothing of that structure is assumed. The odd shadow $o(S)$ is the set of $t\in K$ for which $S$ has an odd number of sites $i$ with $f(i)=t$. The folded interaction, `foldECI` (ECI for effective cluster interaction), adds $J_S$ over all $S$ with a given shadow.

```lean
/-- The odd shadow of a large-cell cluster `S`: the small-cell sites that have an odd number
of sites of `S` above them. -/
def oddShadow (f : L → K) (S : Finset L) : Finset K :=
  univ.filter fun t => Odd (S.filter fun i => f i = t).card

/-- The folded interaction at `T`: the sum of `J S` over the clusters `S` with odd shadow `T`. -/
def foldECI (f : L → K) (J : Finset L → ℝ) (T : Finset K) : ℝ :=
  ∑ S ∈ univ.filter (fun S => oddShadow f S = T), J S
```

The map need not be surjective. A small-cell site with nothing above it belongs to no shadow, so every coefficient at a set containing it is zero. The fibres may also have different sizes.

## Spins that square to one

If $n_t$ sites of $S$ lie above $t$, grouping the product by small-cell site gives

$$\Phi_S(\sigma\circ f)=\prod_{i\in S}\sigma_{f(i)}=\prod_{t\in K}\sigma_t^{\,n_t}=\prod_{t\in o(S)}\sigma_t=\Phi_{o(S)}(\sigma).$$

The third equality uses $\sigma_t^2=1$: even powers are $1$ and odd powers are $\sigma_t$. In the proof, `hpow` is this parity rule, `prod_fiberwise` does the grouping, and `prod_const`, used from right to left, writes a power as a product of equal factors.

```lean
omit [Fintype L] in
/-- On a configuration copied from the small cell, the cluster function of `S` equals the
small-cell cluster function of the odd shadow of `S`. -/
theorem corr_comp (f : L → K) (S : Finset L) (σ : K → ℤˣ) :
    corr S (σ ∘ f) = corr (oddShadow f S) σ := by
  -- a power of a spin depends only on the parity of the exponent
  have hpow : ∀ (s : ℤˣ) (n : ℕ),
      ((s : ℤ) : ℝ) ^ n = if Odd n then ((s : ℤ) : ℝ) else 1 := by
    intro s n
    rcases Int.units_eq_one_or s with rfl | rfl
    · simp
    · by_cases h : Odd n
      · rw [if_pos h]
        simp [h.neg_one_pow]
      · rw [if_neg h]
        simp [(Nat.not_odd_iff_even.mp h).neg_one_pow]
  unfold corr oddShadow
  -- group the sites of the cluster by the small-cell site below them
  rw [prod_filter, ← prod_fiberwise S f]
  refine prod_congr rfl fun t _ => ?_
  rw [← hpow, ← prod_const]
  refine prod_congr rfl fun i hi => ?_
  simp [(mem_filter.mp hi).2]
```

With occupations $0$ and $1$ the rule fails. Two sites above one small-cell site give the product $s^2=s$, whereas the empty shadow would predict the constant $1$.

## An average over every configuration

Projection weights all $2^{|K|}$ configurations equally, whatever their composition. The sum then factorises over sites:

$$\sum_\sigma\Phi_S(\sigma)\Phi_T(\sigma)=\prod_{i\in K}\;\sum_{s=\pm1}w_{S,i}(s)\,w_{T,i}(s),$$

where $w_{S,i}(s)$ is $s$ if $i\in S$ and $1$ otherwise. A site in both clusters or in neither contributes $2$; a site in exactly one contributes $1-1=0$. The result is $2^{|K|}$ for $S=T$ and $0$ otherwise. In the proof, `hsite` is the one-site sum and `prod_univ_sum` the factorisation.

```lean
/-- Cluster functions are orthogonal under the sum over all spin configurations, and each has
squared norm equal to the number of configurations. -/
theorem corr_orthogonal (S T : Finset K) :
    ∑ σ : K → ℤˣ, corr S σ * corr T σ = if S = T then 2 ^ Fintype.card K else 0 := by
  obtain ⟨w, hw⟩ : ∃ w : Finset K → K → ℤˣ → ℝ,
      ∀ U i s, w U i s = if i ∈ U then ((s : ℤ) : ℝ) else 1 :=
    ⟨fun U i s => if i ∈ U then ((s : ℤ) : ℝ) else 1, fun _ _ _ => rfl⟩
  have hfac : ∀ σ : K → ℤˣ, corr S σ * corr T σ = ∏ i, w S i (σ i) * w T i (σ i) := by
    intro σ
    simp only [hw]
    unfold corr
    rw [prod_mul_distrib, prod_ite_mem, prod_ite_mem, univ_inter, univ_inter]
  have hsite : ∀ i, ∑ s : ℤˣ, w S i s * w T i s = if (i ∈ S ↔ i ∈ T) then 2 else 0 := by
    intro i
    have hu : (univ : Finset ℤˣ) = {1, -1} := rfl
    rw [hu, sum_pair (by decide)]
    simp only [hw]
    by_cases hS : i ∈ S <;> by_cases hT : i ∈ T <;> simp [hS, hT] <;> norm_num
  -- the sum over configurations factorises into sums over single spins
  calc ∑ σ : K → ℤˣ, corr S σ * corr T σ
      = ∑ σ : K → ℤˣ, ∏ i, w S i (σ i) * w T i (σ i) := sum_congr rfl fun σ _ => hfac σ
    _ = ∏ i, ∑ s : ℤˣ, w S i s * w T i s := by
        rw [prod_univ_sum, Fintype.piFinset_univ]
    _ = ∏ i, (if (i ∈ S ↔ i ∈ T) then (2 : ℝ) else 0) := prod_congr rfl fun i _ => hsite i
    _ = if S = T then 2 ^ Fintype.card K else 0 := by
        by_cases h : S = T
        · subst h
          simp
        · obtain ⟨i, hi⟩ := not_forall.mp fun hc => h (Finset.ext hc)
          rw [if_neg h]
          exact prod_eq_zero (mem_univ i) (if_neg hi)
```

Now let $E$ be a cluster expansion on $K$ itself, with interactions $J_S$ for $S\subseteq K$. Exchanging the sums over configurations and clusters recovers each coefficient:

$$c_T(E)=2^{-|K|}\sum_{S\subseteq K}J_S\sum_\sigma\Phi_S(\sigma)\Phi_T(\sigma)=J_T.$$

```lean
/-- Projection onto the cluster functions recovers the interactions of a cluster expansion. -/
theorem coeff_energy (J : Finset K → ℝ) (T : Finset K) : coeff (energy J) T = J T := by
  have h : ∑ σ : K → ℤˣ, (∑ S, J S * corr S σ) * corr T σ = J T * 2 ^ Fintype.card K := by
    simp_rw [sum_mul, mul_assoc]
    rw [sum_comm]
    simp_rw [← mul_sum, corr_orthogonal]
    simp
  unfold coeff energy
  rw [h]
  exact mul_div_cancel_right₀ _ (pow_ne_zero _ two_ne_zero)
```

Averaging at fixed composition can spoil this. On two sites with opposite spins, $\Phi_{\{1,2\}}=-1$ throughout, so an energy $J\,\Phi_{\{1,2\}}$ would acquire the constant coefficient $-J$ instead of $0$.

## Configurations copied from the small cell

The large-cell configuration is $\sigma\circ f$: all sites above $t$ carry the same spin. Sorting the clusters by shadow gives

$$E(\sigma\circ f)=\sum_{S\subseteq L}J_S\,\Phi_{o(S)}(\sigma)=\sum_{T\subseteq K}\Bigl(\sum_{S:\,o(S)=T}J_S\Bigr)\Phi_T(\sigma).$$

`sum_fiberwise` does the sorting, and `corr_comp` replaces each cluster function.

```lean
/-- The large-cell energy of a configuration copied from the small cell is a small-cell
cluster expansion with the folded interactions. -/
theorem energy_comp (f : L → K) (J : Finset L → ℝ) (σ : K → ℤˣ) :
    energy J (σ ∘ f) = energy (foldECI f J) σ := by
  unfold energy foldECI
  -- group the large-cell clusters by their odd shadow
  rw [← sum_fiberwise univ (oddShadow f)]
  refine sum_congr rfl fun T _ => ?_
  rw [sum_mul]
  refine sum_congr rfl fun S hS => ?_
  rw [corr_comp, (mem_filter.mp hS).2]
```

Projecting this expansion onto $\Phi_T$ gives the result stated at the start.

```lean
/-- The small-cell coefficient at `T` of the restricted energy is the sum of `J S` over the
large-cell clusters `S` that have an odd number of sites above exactly the sites of `T`. -/
theorem coeff_restricted_energy (f : L → K) (J : Finset L → ℝ) (T : Finset K) :
    coeff (fun σ => energy J (σ ∘ f)) T =
      ∑ S ∈ univ.filter (fun S => oddShadow f S = T), J S := by
  have h : (fun σ => energy J (σ ∘ f)) = energy (foldECI f J) := funext (energy_comp f J)
  rw [h, coeff_energy]
  rfl
```

The smallest case with any mixing has two large-cell sites above one small-cell site:

$$E(\sigma\circ f)=(J_\emptyset+J_{\{1,2\}})+(J_{\{1\}}+J_{\{2\}})\,s.$$

A pair interaction is here indistinguishable from a constant. In general, two sets of interactions agree on all copied configurations exactly when their folded interactions agree: equal energies have equal projections, and the converse follows from the folded expansion.

```lean
/-- Two sets of large-cell interactions give equal energies on all configurations copied from
the small cell if and only if their folded interactions coincide. -/
theorem aliasing_iff (f : L → K) (J J' : Finset L → ℝ) :
    (∀ σ : K → ℤˣ, energy J (σ ∘ f) = energy J' (σ ∘ f)) ↔ foldECI f J = foldECI f J' := by
  constructor
  · intro h
    have h' : energy (foldECI f J) = energy (foldECI f J') :=
      funext fun σ => (energy_comp f J σ).symm.trans ((h σ).trans (energy_comp f J' σ))
    funext T
    rw [← coeff_energy (foldECI f J) T, h', coeff_energy]
  · intro h σ
    rw [energy_comp, energy_comp, h]
```

For configurations that are not copied, the criterion fails. In the two-site case, $J\sigma_1\sigma_2$ and the constant $J\neq0$ fold identically, yet they differ at $\sigma=(1,-1)$.

## Folding in two stages

Let $g:K\to M$ map to a still smaller finite cell $M$. Folding a cluster through $K$ gives the same shadow as folding it directly. First, distinct clusters have distinct functions: if $\Phi_S=\Phi_T$ with $S\neq T$, the orthogonality sum would be both $0$ and $2^{|K|}$.

```lean
/-- Distinct clusters have distinct cluster functions. -/
theorem corr_injective : Function.Injective (corr : Finset K → (K → ℤˣ) → ℝ) := by
  intro S T h
  by_contra hne
  have o := corr_orthogonal S T
  rw [if_neg hne, h, corr_orthogonal, if_pos rfl] at o
  exact pow_ne_zero _ two_ne_zero o
```

Both shadows in $M$ have the cluster function $\sigma\mapsto\Phi_S(\sigma\circ g\circ f)$, by one use of `corr_comp` for the direct route and two for the staged one. They are therefore the same set.

```lean
omit [Fintype L] in
/-- Folding a cluster through an intermediate cell gives the same odd shadow as folding it
directly into the smallest cell. -/
theorem oddShadow_comp (f : L → K) (g : K → M) (S : Finset L) :
    oddShadow (g ∘ f) S = oddShadow g (oddShadow f S) := by
  apply corr_injective
  funext σ
  -- both sides are the cluster function of `S` on the same copied configuration
  exact (corr_comp (g ∘ f) S σ).symm.trans
    ((corr_comp f S (σ ∘ g)).trans (corr_comp g (oddShadow f S) σ))

end

end ClusterFolding
```

```lean
#print axioms ClusterFolding.energy_comp
#print axioms ClusterFolding.coeff_restricted_energy
#print axioms ClusterFolding.aliasing_iff
#print axioms ClusterFolding.oddShadow_comp
```

```
'ClusterFolding.energy_comp' depends on axioms: [propext, Classical.choice, Quot.sound]
'ClusterFolding.coeff_restricted_energy' depends on axioms: [propext, Classical.choice, Quot.sound]
'ClusterFolding.aliasing_iff' depends on axioms: [propext, Classical.choice, Quot.sound]
'ClusterFolding.oddShadow_comp' depends on axioms: [propext, Classical.choice, Quot.sound]
```
